# The spectral width bounds the product of Lanczos couplings

Let A be a real symmetric matrix with eigenvalues in [c, d], and let one Lanczos step give A q₀ = a₀ q₀ + b₁ q₁ with q₀, q₁ orthonormal. Put s = (c + d)/2. Subtracting s does not change the overlap with q₁, so

b₁ = ⟨q₁, A q₀⟩ = ⟨q₁, (A − s) q₀⟩.

The eigenvalues of A − s lie within ±(d − c)/2, hence |b₁| ≤ (d − c)/2. For m steps, a monic polynomial of degree m replaces A − s. With r = (d − c)/4 the result is

|b₁ b₂ ⋯ bₘ| ≤ 2 rᵐ.

For a finite real symmetric Hamiltonian in exact arithmetic, this limits the product of the hoppings along the chain that Lanczos produces.

## Orthonormal vectors and the recurrence

`LanczosRun` says that q₀, …, qₘ are orthonormal and that, for 0 < j < m,

A qⱼ = bⱼ qⱼ₋₁ + aⱼ qⱼ + bⱼ₊₁ qⱼ₊₁,

with the first step as above. Nothing is required of A qₘ, and the couplings may have any sign.

In Lean 4 with Mathlib:

```lean
import Mathlib

open Polynomial
open scoped InnerProductSpace

namespace LanczosCouplingBound

variable {E : Type*} [NormedAddCommGroup E] [InnerProductSpace ℝ E]

/-- Orthonormal vectors `q 0, ..., q m` obeying the Lanczos recurrence for `A`, with diagonal
coefficients `a j` and couplings `b 1, ..., b m`. -/
structure LanczosRun (A : Module.End ℝ E) (m : ℕ) (q : ℕ → E) (a b : ℕ → ℝ) : Prop where
  orthonormal : ∀ i ≤ m, ∀ j ≤ m, ⟪q i, q j⟫_ℝ = if i = j then 1 else 0
  first : 0 < m → A (q 0) = a 0 • q 0 + b 1 • q 1
  step : ∀ j, j + 1 < m →
    A (q (j + 1)) = b (j + 1) • q j + a (j + 1) • q (j + 1) + b (j + 2) • q (j + 2)
```

The polynomials, monic from degree one on, come from a recurrence: p₀ = 2, p₁ = x − s, pₖ₊₂ = (x − s)pₖ₊₁ − r²pₖ.

```lean
/-- For `c < d`, the Chebyshev polynomial of the first kind moved to `[c, d]`, scaled so that the
leading coefficient is one from degree one on. -/
noncomputable def comparison (c d : ℝ) : ℕ → ℝ[X]
  | 0 => 2
  | 1 => X - C ((c + d) / 2)
  | k + 2 => (X - C ((c + d) / 2)) * comparison c d (k + 1)
      - C (((d - c) / 4) ^ 2) * comparison c d k
```

Each application of A raises the index by at most one, and the upward hop from qⱼ carries bⱼ₊₁. So ⟨qₘ, Aᵏ q₀⟩ is 0 for k < m and b₁⋯bₘ for k = m. The two overlap lemmas prove this for every starting vector qᵢ, by induction on k, writing Aᵏ⁺¹qᵢ = Aᵏ(A qᵢ). For monic p of degree m only the top power survives, and Cauchy–Schwarz gives

|b₁⋯bₘ| = |⟨qₘ, p(A) q₀⟩| ≤ ‖p(A) q₀‖.

```lean
variable {A : Module.End ℝ E} {m : ℕ} {q : ℕ → E} {a b : ℕ → ℝ} {c d : ℝ}

/-- Fewer than `m - i` applications of `A` to `q i` give no overlap with `q m`. -/
theorem power_overlap_eq_zero (h : LanczosRun A m q a b) (k : ℕ) :
    ∀ i, i + k < m → ⟪q m, (A ^ k) (q i)⟫_ℝ = 0 := by
  induction k with
  | zero =>
    intro i hi
    rw [pow_zero, Module.End.one_apply, h.orthonormal m le_rfl i (by omega), if_neg (by omega)]
  | succ k ih =>
    intro i hi
    rw [pow_succ, Module.End.mul_apply]
    cases i with
    | zero =>
      rw [h.first (by omega)]
      simp only [map_add, map_smul, inner_add_right, inner_smul_right]
      rw [ih 0 (by omega), ih 1 (by omega)]
      simp
    | succ i =>
      rw [h.step i (by omega)]
      simp only [map_add, map_smul, inner_add_right, inner_smul_right]
      rw [ih i (by omega), ih (i + 1) (by omega), ih (i + 2) (by omega)]
      simp

/-- Exactly `k = m - i` applications of `A` to `q i` overlap with `q m` by the product of the
couplings in between. -/
theorem power_overlap_top (h : LanczosRun A m q a b) (k : ℕ) :
    ∀ i, i + k = m → ⟪q m, (A ^ k) (q i)⟫_ℝ = ∏ j ∈ Finset.range k, b (i + j + 1) := by
  induction k with
  | zero =>
    intro i hi
    rw [pow_zero, Module.End.one_apply, h.orthonormal m le_rfl i (by omega), if_pos (by omega),
      Finset.prod_range_zero]
  | succ k ih =>
    have hprod : ∀ i, ∏ j ∈ Finset.range (k + 1), b (i + j + 1)
        = b (i + 1) * ∏ j ∈ Finset.range k, b (i + 1 + j + 1) := by
      intro i
      have e : ∀ j, i + (j + 1) + 1 = i + 1 + j + 1 := by intro j; omega
      rw [Finset.prod_range_succ', mul_comm, add_zero]
      simp only [e]
    intro i hi
    rw [pow_succ, Module.End.mul_apply]
    -- only the upward hop of the recurrence can still reach `q m`
    cases i with
    | zero =>
      have hp : ∏ j ∈ Finset.range (k + 1), b (0 + j + 1)
          = b 1 * ∏ j ∈ Finset.range k, b (1 + j + 1) := hprod 0
      rw [hp, h.first (by omega)]
      simp only [map_add, map_smul, inner_add_right, inner_smul_right]
      rw [power_overlap_eq_zero h k 0 (by omega), ih 1 (by omega)]
      simp
    | succ i =>
      have hp : ∏ j ∈ Finset.range (k + 1), b (i + 1 + j + 1)
          = b (i + 2) * ∏ j ∈ Finset.range k, b (i + 2 + j + 1) := hprod (i + 1)
      rw [hp, h.step i (by omega)]
      simp only [map_add, map_smul, inner_add_right, inner_smul_right]
      rw [power_overlap_eq_zero h k i (by omega), power_overlap_eq_zero h k (i + 1) (by omega),
        ih (i + 2) (by omega)]
      simp

/-- For every monic polynomial `p` of degree `m`, the product of the couplings is at most the
length of `p(A) q 0` in absolute value. -/
theorem coupling_product_le_norm (h : LanczosRun A m q a b) {p : ℝ[X]} (hp : p.Monic)
    (hd : p.natDegree = m) :
    |∏ j ∈ Finset.range m, b (j + 1)| ≤ ‖aeval A p (q 0)‖ := by
  have key : ⟪q m, aeval A p (q 0)⟫_ℝ = ∏ j ∈ Finset.range m, b (j + 1) := by
    have hc : p.coeff m = 1 := by rw [← hd]; exact hp.coeff_natDegree
    have ht := power_overlap_top h m 0 (by omega)
    rw [aeval_eq_sum_range, hd, Finset.sum_range_succ, hc, one_smul, LinearMap.add_apply,
      inner_add_right, ht, LinearMap.sum_apply, inner_sum, Finset.sum_eq_zero]
    · simp
    · intro i hi
      have hi' := Finset.mem_range.mp hi
      rw [LinearMap.smul_apply, inner_smul_right, power_overlap_eq_zero h i 0 (by omega),
        mul_zero]
  have hq : ‖q m‖ = 1 := by
    have h1 := h.orthonormal m le_rfl m le_rfl
    rw [if_pos rfl, real_inner_self_eq_norm_sq] at h1
    nlinarith [norm_nonneg (q m)]
  have hcs := abs_real_inner_le_norm (q m) (aeval A p (q 0))
  rwa [key, hq, one_mul] at hcs
```

Without normalisation the bound fails for m ≥ 1: dividing the last vector qₘ by t multiplies bₘ by t and leaves the other coefficients unchanged, so a nonzero product can be made as large as one likes.

The same argument started from qᵢ would bound any k ≥ 1 consecutive couplings, |bᵢ₊₁⋯bᵢ₊ₖ| ≤ 2rᵏ.

## The endpoints c and d

The endpoints enclose the energies and fix the polynomial. At x = s + 2r cos θ,

pₖ = 2rᵏ cos kθ,

which for c < d identifies pₖ as a shifted, scaled Chebyshev polynomial. The bound itself uses an algebraic form of cos² + sin² = 1:

pₖ² + (d − x)(x − c)u² = 4r²ᵏ.

To obtain it, start from u = 0, v = 1 and replace (u, v) by (v, (x − s)v − r²u) at each step. Induction gives pₖ = 2v − (x − s)u and v² − (x − s)uv + r²u² = r²ᵏ. Since (d − x)(x − c) = 4r² − (x − s)², squaring pₖ and adding gives the identity.

```lean
/-- On `[c, d]`, parametrised by an angle, the comparison polynomial is a cosine of amplitude
`2 ((d - c) / 4) ^ k`. -/
theorem comparison_eval_cos (c d θ : ℝ) : ∀ k : ℕ,
    (comparison c d k).eval ((c + d) / 2 + (d - c) / 2 * Real.cos θ)
      = 2 * ((d - c) / 4) ^ k * Real.cos (k * θ)
  | 0 => by simp [comparison]
  | 1 => by
    simp only [comparison, eval_sub, eval_X, eval_C, Nat.cast_one, one_mul, pow_one]
    ring
  | k + 2 => by
    have hc : Real.cos (((k + 2 : ℕ) : ℝ) * θ)
        = 2 * Real.cos θ * Real.cos (((k + 1 : ℕ) : ℝ) * θ) - Real.cos ((k : ℝ) * θ) := by
      have e1 : ((k + 2 : ℕ) : ℝ) * θ = ((k + 1 : ℕ) : ℝ) * θ + θ := by push_cast; ring
      have e2 : (k : ℝ) * θ = ((k + 1 : ℕ) : ℝ) * θ - θ := by push_cast; ring
      rw [e1, e2, Real.cos_add, Real.cos_sub]
      ring
    simp only [comparison, eval_sub, eval_mul, eval_X, eval_C]
    rw [comparison_eval_cos c d θ k, comparison_eval_cos c d θ (k + 1), hc]
    ring

/-- The comparison polynomial of index `k + 1` is monic of degree `k + 1`, and the one of
index `k` has degree at most `k`. -/
theorem comparison_monic (c d : ℝ) (k : ℕ) : (comparison c d k).natDegree ≤ k ∧
    (comparison c d (k + 1)).Monic ∧ (comparison c d (k + 1)).natDegree = k + 1 := by
  induction k with
  | zero => exact ⟨by simp [comparison], monic_X_sub_C _, natDegree_X_sub_C _⟩
  | succ k ih =>
    obtain ⟨h0, h1, h2⟩ := ih
    have hm := (monic_X_sub_C ((c + d) / 2)).mul h1
    have hn : ((X - C ((c + d) / 2)) * comparison c d (k + 1)).natDegree = k + 1 + 1 := by
      rw [(monic_X_sub_C _).natDegree_mul h1, natDegree_X_sub_C, h2]
      omega
    have hl : (C (((d - c) / 4) ^ 2) * comparison c d k).natDegree
        < ((X - C ((c + d) / 2)) * comparison c d (k + 1)).natDegree := by
      rw [hn]
      exact lt_of_le_of_lt (natDegree_C_mul_le _ _) (by omega)
    exact ⟨h2.le, hm.sub_of_left (degree_lt_degree hl),
      (natDegree_sub_eq_left_of_natDegree_lt hl).trans hn⟩

/-- Pell identity: the square of the comparison polynomial and `(d - x)(x - c)` times another
square add up to a constant. -/
theorem comparison_pell (c d : ℝ) (k : ℕ) : ∃ u : ℝ[X],
    comparison c d k ^ 2 + (C d - X) * (X - C c) * u ^ 2 = C ((2 * ((d - c) / 4) ^ k) ^ 2) := by
  have key : ∃ u v : ℝ[X], comparison c d k = 2 * v - (X - C ((c + d) / 2)) * u ∧
      comparison c d (k + 1) = (X - C ((c + d) / 2)) * v - 2 * C (((d - c) / 4) ^ 2) * u ∧
      v ^ 2 - (X - C ((c + d) / 2)) * u * v + C (((d - c) / 4) ^ 2) * u ^ 2
        = C (((d - c) / 4) ^ 2) ^ k := by
    induction k with
    | zero => exact ⟨0, 1, by simp [comparison], by simp [comparison], by simp⟩
    | succ k ih =>
      obtain ⟨u, v, h0, h1, h2⟩ := ih
      have hrec : comparison c d (k + 1 + 1) = (X - C ((c + d) / 2)) * comparison c d (k + 1)
          - C (((d - c) / 4) ^ 2) * comparison c d k := rfl
      refine ⟨v, (X - C ((c + d) / 2)) * v - C (((d - c) / 4) ^ 2) * u, ?_, ?_, ?_⟩
      · rw [h1]; ring
      · rw [hrec, h1, h0]; ring
      · linear_combination C (((d - c) / 4) ^ 2) * h2
  obtain ⟨u, v, h0, -, h2⟩ := key
  have two : (2 : ℝ[X]) = C 2 := (map_ofNat (C : ℝ →+* ℝ[X]) 2).symm
  have hd : C d = C ((c + d) / 2) + 2 * C ((d - c) / 4) := by
    rw [two, ← C_mul, ← C_add]; congr 1; ring
  have hc : C c = C ((c + d) / 2) - 2 * C ((d - c) / 4) := by
    rw [two, ← C_mul, ← C_sub]; congr 1; ring
  have e1 : (C d - X) * (X - C c)
      = 4 * C (((d - c) / 4) ^ 2) - (X - C ((c + d) / 2)) ^ 2 := by
    rw [hd, hc, C_pow]; ring
  have e2 : C ((2 * ((d - c) / 4) ^ k) ^ 2) = 4 * C (((d - c) / 4) ^ 2) ^ k := by
    simp only [C_pow, C_mul]
    rw [← two]; ring
  refine ⟨u, ?_⟩
  rw [h0]
  linear_combination u ^ 2 * e1 + 4 * h2 - e2
```

## Symmetry

Symmetry, `LinearMap.IsSymmetric A`, lets polynomials in A move across the inner product, so ‖p(A)x‖² = ⟨x, p(A)²x⟩.

```lean
/-- Polynomials in a symmetric operator can be moved from one side of the inner product to
the other. -/
theorem inner_aeval (hA : LinearMap.IsSymmetric A) (p r : ℝ[X]) (x y : E) :
    ⟪aeval A p x, aeval A r y⟫_ℝ = ⟪x, aeval A (p * r) y⟫_ℝ := by
  have hs : ∀ x y : E, ⟪aeval A p x, y⟫_ℝ = ⟪x, aeval A p y⟫_ℝ := by
    induction p using Polynomial.induction_on with
    | C t =>
      intro x y
      simp only [aeval_C, Module.algebraMap_end_apply, real_inner_smul_left, inner_smul_right]
    | add p r hp hr =>
      intro x y
      rw [map_add, LinearMap.add_apply, LinearMap.add_apply, inner_add_left, inner_add_right,
        hp, hr]
    | monomial n t ih =>
      intro x y
      have e1 : aeval A (C t * X ^ (n + 1)) = aeval A (C t * X ^ n) * A := by
        rw [pow_succ, ← mul_assoc, map_mul, aeval_X]
      have e2 : aeval A (C t * X ^ (n + 1)) = A * aeval A (C t * X ^ n) := by
        rw [show (C t * X ^ (n + 1) : ℝ[X]) = X * (C t * X ^ n) by ring, map_mul, aeval_X]
      calc ⟪aeval A (C t * X ^ (n + 1)) x, y⟫_ℝ
          = ⟪aeval A (C t * X ^ n) (A x), y⟫_ℝ := by rw [e1, Module.End.mul_apply]
        _ = ⟪A x, aeval A (C t * X ^ n) y⟫_ℝ := ih _ _
        _ = ⟪x, A (aeval A (C t * X ^ n) y)⟫_ℝ := hA _ _
        _ = ⟪x, aeval A (C t * X ^ (n + 1)) y⟫_ℝ := by rw [e2, Module.End.mul_apply]
  rw [hs, map_mul, Module.End.mul_apply]
```

Without it, take A q₀ = t q₁ and A q₁ = 0. The only eigenvalue is 0, so c = d = 0 is allowed, yet b₁ = t.

## All eigenvalues in the window, in finite dimension

The hypothesis `hs` places every eigenvalue in [c, d]. Expanding y in an orthonormal eigenbasis vᵢ with eigenvalues μᵢ gives

⟨(d − A)y, (A − c)y⟩ = Σᵢ (d − μᵢ)(μᵢ − c)⟨vᵢ, y⟩² ≥ 0.

With y = u(A)x, the polynomial identity becomes

‖pₖ(A)x‖² + ⟨(d − A)y, (A − c)y⟩ = 4r²ᵏ‖x‖².

Dropping the nonnegative term yields ‖pₖ(A)x‖ ≤ 2rᵏ‖x‖. Setting k = m and x = q₀ finishes the case m ≥ 1; for m = 0 the claim is 1 ≤ 2. The condition c ≤ d follows because q₀ ≠ 0 guarantees an eigenvalue.

```lean
/-- In finite dimension, if all eigenvalues of a symmetric `A` lie in `[c, d]`, the operator `(d -
A)(A - c)` has nonnegative expectation values. -/
theorem window_nonneg [FiniteDimensional ℝ E] (hA : LinearMap.IsSymmetric A)
    (hs : ∀ μ, Module.End.HasEigenvalue A μ → c ≤ μ ∧ μ ≤ d) (x : E) :
    0 ≤ ⟪d • x - A x, A x - c • x⟫_ℝ := by
  rw [← (hA.eigenvectorBasis rfl).sum_inner_mul_inner]
  refine Finset.sum_nonneg fun i _ => ?_
  have ev : A (hA.eigenvectorBasis rfl i)
      = hA.eigenvalues rfl i • hA.eigenvectorBasis rfl i := hA.apply_eigenvectorBasis rfl i
  obtain ⟨h1, h2⟩ := hs (hA.eigenvalues rfl i) (hA.hasEigenvalue_eigenvalues rfl i)
  generalize hA.eigenvectorBasis rfl i = v at *
  generalize hA.eigenvalues rfl i = μ at *
  have e1 : ⟪A x, v⟫_ℝ = μ * ⟪x, v⟫_ℝ := by rw [hA x v, ev, inner_smul_right]
  have e2 : ⟪v, A x⟫_ℝ = μ * ⟪x, v⟫_ℝ := by rw [← e1]; exact real_inner_comm _ _
  have e3 : ⟪v, x⟫_ℝ = ⟪x, v⟫_ℝ := real_inner_comm _ _
  rw [inner_sub_left, inner_sub_right, real_inner_smul_left, inner_smul_right, e1, e2, e3]
  have hpos := mul_nonneg (mul_nonneg (sub_nonneg.2 h2) (sub_nonneg.2 h1))
    (sq_nonneg ⟪x, v⟫_ℝ)
  nlinarith [hpos]

/-- For `c ≤ d`, the comparison polynomial of a symmetric operator with `(d - A)(A - c)` nonnegative
stretches no vector by more than `2 ((d - c) / 4) ^ k`. -/
theorem comparison_norm_le (hA : LinearMap.IsSymmetric A) (hcd : c ≤ d)
    (hw : ∀ x, 0 ≤ ⟪d • x - A x, A x - c • x⟫_ℝ) (k : ℕ) (x : E) :
    ‖aeval A (comparison c d k) x‖ ≤ 2 * ((d - c) / 4) ^ k * ‖x‖ := by
  obtain ⟨u, hu⟩ := comparison_pell c d k
  have hpos := hw (aeval A u x)
  have e1 : d • aeval A u x - A (aeval A u x) = aeval A ((C d - X) * u) x := by
    simp [Module.algebraMap_end_apply]
  have e2 : A (aeval A u x) - c • aeval A u x = aeval A ((X - C c) * u) x := by
    simp [Module.algebraMap_end_apply]
  rw [e1, e2, inner_aeval hA] at hpos
  have e3 := inner_aeval hA (comparison c d k) (comparison c d k) x x
  rw [real_inner_self_eq_norm_sq] at e3
  -- the Pell identity, read as an identity between expectation values
  have e4 : ⟪x, aeval A (comparison c d k * comparison c d k) x⟫_ℝ
      + ⟪x, aeval A ((C d - X) * u * ((X - C c) * u)) x⟫_ℝ
      = (2 * ((d - c) / 4) ^ k) ^ 2 * ‖x‖ ^ 2 := by
    rw [← inner_add_right, ← LinearMap.add_apply, ← map_add,
      show comparison c d k * comparison c d k + (C d - X) * u * ((X - C c) * u)
        = C ((2 * ((d - c) / 4) ^ k) ^ 2) by linear_combination hu,
      aeval_C, Module.algebraMap_end_apply, inner_smul_right, real_inner_self_eq_norm_sq]
  have h4 : 0 ≤ (d - c) / 4 := by linarith
  have hK : 0 ≤ 2 * ((d - c) / 4) ^ k * ‖x‖ := by positivity
  refine le_trans (le_abs_self _) (abs_le_of_sq_le_sq ?_ hK)
  rw [mul_pow _ ‖x‖]
  linarith

/-- Coupling product bound in finite dimension: if the eigenvalues of a symmetric `A` lie in `[c,
d]`, the first `m` Lanczos couplings satisfy `|b 1 ⋯ b m| ≤ 2 ((d - c) / 4) ^ m`. -/
theorem coupling_product_le [FiniteDimensional ℝ E] (hA : LinearMap.IsSymmetric A)
    (hs : ∀ μ, Module.End.HasEigenvalue A μ → c ≤ μ ∧ μ ≤ d) (h : LanczosRun A m q a b) :
    |∏ j ∈ Finset.range m, b (j + 1)| ≤ 2 * ((d - c) / 4) ^ m := by
  have h0 := h.orthonormal 0 (Nat.zero_le _) 0 (Nat.zero_le _)
  rw [if_pos rfl, real_inner_self_eq_norm_sq] at h0
  have hq : ‖q 0‖ = 1 := by nlinarith [norm_nonneg (q 0)]
  -- the space is not zero, so an eigenvalue exists and the interval is not empty
  have hne : q 0 ≠ 0 := by
    intro hz
    rw [hz, norm_zero] at hq
    exact zero_ne_one hq
  have : Nontrivial E := ⟨q 0, 0, hne⟩
  have hev := hs _ (hA.hasEigenvalue_eigenvalues rfl ⟨0, Module.finrank_pos⟩)
  have hcd : c ≤ d := hev.1.trans hev.2
  cases m with
  | zero => norm_num
  | succ k =>
    obtain ⟨-, hm, hn⟩ := comparison_monic c d k
    have hb := comparison_norm_le hA hcd (window_nonneg hA hs) (k + 1) (q 0)
    rw [hq, mul_one] at hb
    exact (coupling_product_le_norm h hm hn).trans hb
```

In infinite dimension a symmetric operator may have no eigenvalues. Then `hs` holds for any c and d and constrains nothing.

## Equality on three sites

One particle on an open three-site chain with unit hopping amplitude and zero on-site energies, started at an end, has aⱼ = 0 and bⱼ = 1. Its eigenvalues lie in [−√2, √2], and for m = 2 both sides equal 1. The eigenvalue check shows that μ² > 2 would force the eigenvector to vanish.

```lean
/-- Hopping operator of an open chain of three sites with unit hopping amplitude. -/
noncomputable def trimer : EuclideanSpace ℝ (Fin 3) →ₗ[ℝ] EuclideanSpace ℝ (Fin 3) where
  toFun x := !₂[x 1, x 0 + x 2, x 1]
  map_add' x y := by
    ext i
    fin_cases i <;> simp
    all_goals ring
  map_smul' t x := by
    ext i
    fin_cases i <;> simp
    all_goals ring

/-- The state localised on site `j` of the three-site chain (zero for `j > 2`). -/
noncomputable def site (j : ℕ) : EuclideanSpace ℝ (Fin 3) :=
  !₂[if j = 0 then 1 else 0, if j = 1 then 1 else 0, if j = 2 then 1 else 0]

/-- The three-site chain started on its end site meets all hypotheses of the bound with
`[c, d] = [-√2, √2]` and `m = 2`, and attains equality. -/
theorem coupling_product_sharp_witness :
    LinearMap.IsSymmetric trimer ∧
    (∀ μ, Module.End.HasEigenvalue trimer μ → -√2 ≤ μ ∧ μ ≤ √2) ∧
    LanczosRun trimer 2 site (fun _ => 0) (fun _ => 1) ∧
    ∏ j ∈ Finset.range 2, (fun _ : ℕ => (1 : ℝ)) (j + 1) = 2 * ((√2 - -√2) / 4) ^ 2 := by
  have ht : ∀ x, trimer x = !₂[x 1, x 0 + x 2, x 1] := fun _ => rfl
  refine ⟨?_, ?_, ⟨?_, ?_, ?_⟩, ?_⟩
  · intro x y
    simp [ht, PiLp.inner_apply, Fin.sum_univ_three]
    ring
  · intro μ hμ
    obtain ⟨v, hv⟩ := hμ.exists_hasEigenvector
    have e := hv.apply_eq_smul
    have h0 : v 1 = μ * v 0 := by
      simpa [ht] using congrArg (fun w : EuclideanSpace ℝ (Fin 3) => w 0) e
    have h1 : v 0 + v 2 = μ * v 1 := by
      simpa [ht] using congrArg (fun w : EuclideanSpace ℝ (Fin 3) => w 1) e
    have h2 : v 1 = μ * v 2 := by
      simpa [ht] using congrArg (fun w : EuclideanSpace ℝ (Fin 3) => w 2) e
    refine abs_le.mp (Real.abs_le_sqrt ?_)
    by_contra hlt
    have hlt' : 2 < μ ^ 2 := not_le.mp hlt
    have hμ0 : μ ≠ 0 := by
      intro hz
      rw [hz] at hlt'
      norm_num at hlt'
    -- an eigenvalue beyond the interval would force the eigenvector to vanish
    have k1 : v 1 = 0 := by
      have hz : (μ ^ 2 - 2) * v 1 = 0 := by linear_combination -μ * h1 - h0 - h2
      exact (mul_eq_zero.mp hz).resolve_left (by linarith)
    have k0 : v 0 = 0 := (mul_eq_zero.mp (h0.symm.trans k1)).resolve_left hμ0
    have k2 : v 2 = 0 := (mul_eq_zero.mp (h2.symm.trans k1)).resolve_left hμ0
    apply hv.2
    ext i
    fin_cases i
    · exact k0
    · exact k1
    · exact k2
  · intro i hi j hj
    rw [PiLp.inner_apply, Fin.sum_univ_three]
    interval_cases i <;> interval_cases j <;> simp [site]
  · intro _
    ext i
    fin_cases i <;> simp [ht, site]
  · intro j hj
    obtain rfl : j = 0 := by omega
    ext i
    fin_cases i <;> simp [ht, site]
  · have hsq : √2 ^ 2 = (2 : ℝ) := Real.sq_sqrt (by norm_num)
    simp only [Finset.prod_const_one]
    linear_combination (-1 / 2 : ℝ) * hsq

end LanczosCouplingBound
```

```lean
#print axioms LanczosCouplingBound.coupling_product_le
```

```
'LanczosCouplingBound.coupling_product_le' depends on axioms: [propext, Classical.choice, Quot.sound]
```
